# To leading order, n identical weak rotations of two states transfer n²P coherently and nP with full dephasing

Start with all the population in one of two states, and let every passage through a crossing rotate their amplitudes by the same real angle $\theta$. A single passage transfers the population $P=\sin^2\theta$ to the other state. After $n$ coherent passages the transferred population is $\sin^2(n\theta)$; if the coherence is completely lost after every passage, it is $\tfrac12\left[1-(1-2P)^n\right]$. Divided by $P$, these tend to $n^2$ and $n$ as $\theta\to0$ with $n$ held fixed.

```lean
import Mathlib

open Matrix Filter Topology

namespace RepeatedCrossing

noncomputable section

/-- The amplitude matrix of one crossing passage: a rotation of the two states by `θ`. -/
def passage (θ : ℝ) : Matrix (Fin 2) (Fin 2) ℝ :=
  !![Real.cos θ, -Real.sin θ; Real.sin θ, Real.cos θ]

/-- The population found in the second state after `n` coherent passages,
starting from the first state. -/
def coherentTransfer (θ : ℝ) (n : ℕ) : ℝ := ((passage θ ^ n) 1 0) ^ 2

/-- One passage of a density matrix `ρ`, followed by complete loss of the coherences:
only the diagonal of the rotated density matrix is kept. -/
def dephasedPassage (θ : ℝ) (ρ : Matrix (Fin 2) (Fin 2) ℝ) : Matrix (Fin 2) (Fin 2) ℝ :=
  diagonal (fun i => (passage θ * ρ * (passage θ)ᵀ) i i)

/-- The population found in the second state after `n` passages with decoherence after each,
starting from the first state. -/
def dephasedTransfer (θ : ℝ) (n : ℕ) : ℝ :=
  ((dephasedPassage θ)^[n] (diagonal ![1, 0])) 1 1

/-- The matrix that exchanges the populations of two states with probability `P`. -/
def hopMatrix (P : ℝ) : Matrix (Fin 2) (Fin 2) ℝ := !![1 - P, P; P, 1 - P]

/-- Two successive coherent passages add their angles. -/
theorem passage_mul (a b : ℝ) : passage a * passage b = passage (a + b) := by
  ext i j
  fin_cases i <;> fin_cases j <;>
    simp [passage, Matrix.mul_apply, Fin.sum_univ_succ, Real.cos_add, Real.sin_add] <;> ring

/-- `n` coherent passages by `θ` are one rotation by `n θ`. -/
theorem passage_pow (θ : ℝ) (n : ℕ) : passage θ ^ n = passage (n * θ) := by
  induction n with
  | zero =>
    ext i j
    fin_cases i <;> fin_cases j <;> simp [passage]
  | succ n ih =>
    rw [pow_succ, ih, passage_mul]
    congr 1
    push_cast
    ring

/-- After `n` coherent passages the transferred population is `sin² (n θ)`. -/
theorem coherentTransfer_eq (θ : ℝ) (n : ℕ) :
    coherentTransfer θ n = Real.sin (n * θ) ^ 2 := by
  rw [coherentTransfer, passage_pow]
  simp [passage]

/-- A dephased passage acts on the populations `p` of a diagonal density matrix as the
hopping matrix with `P = sin² θ`. -/
theorem dephasedPassage_diagonal (θ : ℝ) (p : Fin 2 → ℝ) :
    dephasedPassage θ (diagonal p) = diagonal (hopMatrix (Real.sin θ ^ 2) *ᵥ p) := by
  unfold dephasedPassage
  congr 1
  funext i
  fin_cases i
  · simp [passage, hopMatrix, Matrix.mul_apply, Matrix.mulVec, dotProduct,
      Fin.sum_univ_succ, Matrix.vecMul_diagonal]
    linear_combination p 0 * Real.sin_sq_add_cos_sq θ
  · simp [passage, hopMatrix, Matrix.mul_apply, Matrix.mulVec, dotProduct,
      Fin.sum_univ_succ, Matrix.vecMul_diagonal]
    linear_combination p 1 * Real.sin_sq_add_cos_sq θ

/-- `n` hops with probability `P` amount to a single hop with probability
`(1 - (1 - 2P)ⁿ) / 2`. -/
theorem hopMatrix_pow (P : ℝ) (n : ℕ) :
    hopMatrix P ^ n = hopMatrix ((1 - (1 - 2 * P) ^ n) / 2) := by
  induction n with
  | zero =>
    ext i j
    fin_cases i <;> fin_cases j <;> simp [hopMatrix]
  | succ n ih =>
    rw [pow_succ, ih]
    ext i j
    fin_cases i <;> fin_cases j <;>
      simp [hopMatrix, Matrix.mul_apply, Fin.sum_univ_succ, pow_succ] <;> ring

/-- With decoherence after each of `n` passages the transferred population is
`(1 - (1 - 2P)ⁿ) / 2`, where `P = sin² θ`. -/
theorem dephasedTransfer_eq (θ : ℝ) (n : ℕ) :
    dephasedTransfer θ n = (1 - (1 - 2 * Real.sin θ ^ 2) ^ n) / 2 := by
  -- the density matrix stays diagonal, and its populations follow the hopping matrix
  have h : ∀ m : ℕ, (dephasedPassage θ)^[m] (diagonal ![1, 0]) =
      diagonal ((hopMatrix (Real.sin θ ^ 2) ^ m) *ᵥ ![1, 0]) := by
    intro m
    induction m with
    | zero => simp
    | succ m ih =>
      rw [Function.iterate_succ_apply', ih, dephasedPassage_diagonal,
        Matrix.mulVec_mulVec, ← pow_succ']
  rw [dephasedTransfer, h, hopMatrix_pow, Matrix.diagonal_apply_eq]
  simp [hopMatrix, Matrix.mulVec, dotProduct, Fin.sum_univ_succ]

/-- For weak passages, `n` coherent passages transfer `n²` times the population
`P = sin² θ` of a single one: the ratio tends to `n²` as `θ → 0`, `θ ≠ 0`. -/
theorem coherent_enhancement (n : ℕ) :
    Tendsto (fun θ => coherentTransfer θ n / Real.sin θ ^ 2) (𝓝[≠] 0) (𝓝 ((n : ℝ) ^ 2)) := by
  -- the slope of `sin (a t)` at the origin is `a`
  have hs : ∀ a : ℝ, Tendsto (fun t : ℝ => t⁻¹ * Real.sin (a * t)) (𝓝[≠] 0) (𝓝 a) := by
    intro a
    have h1 : HasDerivAt (fun t : ℝ => a * t) a 0 := by
      simpa using (hasDerivAt_id' (0 : ℝ)).const_mul a
    have h2 : HasDerivAt (fun t : ℝ => Real.sin (a * t)) a 0 := by
      simpa using h1.sin
    simpa using hasDerivAt_iff_tendsto_slope_zero.mp h2
  have hq := ((hs n).div (hs 1) one_ne_zero).pow 2
  rw [div_one] at hq
  refine hq.congr' ?_
  filter_upwards [self_mem_nhdsWithin] with t ht
  have ht0 : t⁻¹ ≠ 0 := inv_ne_zero ht
  rw [coherentTransfer_eq, ← div_pow]
  simp only [Pi.div_apply, one_mul]
  rw [mul_div_mul_left _ _ ht0]

/-- For weak passages, `n` passages with decoherence transfer `n` times the population
`P = sin² θ` of a single one: the ratio tends to `n` as `θ → 0`, `θ ≠ 0`. -/
theorem dephased_additivity (n : ℕ) :
    Tendsto (fun θ => dephasedTransfer θ n / Real.sin θ ^ 2) (𝓝[≠] 0) (𝓝 (n : ℝ)) := by
  have hc : Continuous (fun θ : ℝ =>
      ∑ k ∈ Finset.range n, (1 - 2 * Real.sin θ ^ 2) ^ k) := by fun_prop
  have hl : Tendsto (fun θ : ℝ => ∑ k ∈ Finset.range n, (1 - 2 * Real.sin θ ^ 2) ^ k)
      (𝓝[≠] 0) (𝓝 (n : ℝ)) := by
    convert (hc.tendsto 0).mono_left nhdsWithin_le_nhds using 2
    simp
  refine hl.congr' ?_
  have hI : Set.Ioo (-Real.pi) Real.pi ∈ 𝓝[≠] (0 : ℝ) :=
    mem_nhdsWithin_of_mem_nhds (Ioo_mem_nhds (neg_lt_zero.mpr Real.pi_pos) Real.pi_pos)
  filter_upwards [self_mem_nhdsWithin, hI] with t ht hb
  have hsin : Real.sin t ≠ 0 := fun h =>
    ht ((Real.sin_eq_zero_iff_of_lt_of_lt hb.1 hb.2).mp h)
  -- the transferred population is `P` times a geometric sum
  have hg := mul_neg_geom_sum (1 - 2 * Real.sin t ^ 2) n
  rw [dephasedTransfer_eq, eq_div_iff (pow_ne_zero 2 hsin)]
  linear_combination hg / 2

/-- With decoherence, `n` passages never transfer more than `n` times the population
`P = sin² θ` of a single passage. -/
theorem dephasedTransfer_le (θ : ℝ) (n : ℕ) :
    dephasedTransfer θ n ≤ n * Real.sin θ ^ 2 := by
  have hP : Real.sin θ ^ 2 ≤ 1 := Real.sin_sq_le_one θ
  -- Bernoulli's inequality
  have hb := one_add_mul_le_pow (a := -(2 * Real.sin θ ^ 2)) (by linarith) n
  rw [← sub_eq_add_neg] at hb
  rw [dephasedTransfer_eq]
  linarith

/-- If `sin 2θ ≠ 0`, many passages with decoherence equalise the two populations:
the transferred population tends to one half. -/
theorem dephasedTransfer_tendsto_half (θ : ℝ) (h : Real.sin (2 * θ) ≠ 0) :
    Tendsto (fun n => dephasedTransfer θ n) atTop (𝓝 (1 / 2)) := by
  rw [Real.sin_two_mul] at h
  have hs : Real.sin θ ≠ 0 := fun h0 => h (by rw [h0]; ring)
  have hc : Real.cos θ ≠ 0 := fun h0 => h (by rw [h0]; ring)
  have hs2 : 0 < Real.sin θ ^ 2 := by positivity
  have hc2 : 0 < Real.cos θ ^ 2 := by positivity
  have hsum := Real.sin_sq_add_cos_sq θ
  have hx : |1 - 2 * Real.sin θ ^ 2| < 1 := by
    rw [abs_lt]
    constructor <;> linarith
  have ht := ((tendsto_pow_atTop_nhds_zero_of_abs_lt_one hx).const_sub 1).div_const 2
  rw [sub_zero] at ht
  exact ht.congr (fun n => (dephasedTransfer_eq θ n).symm)

end

end RepeatedCrossing
```

```lean
#print axioms RepeatedCrossing.coherent_enhancement
#print axioms RepeatedCrossing.dephased_additivity
#print axioms RepeatedCrossing.dephasedTransfer_le
#print axioms RepeatedCrossing.dephasedTransfer_tendsto_half
```

```
'RepeatedCrossing.coherent_enhancement' depends on axioms: [propext, Classical.choice, Quot.sound]
'RepeatedCrossing.dephased_additivity' depends on axioms: [propext, Classical.choice, Quot.sound]
'RepeatedCrossing.dephasedTransfer_le' depends on axioms: [propext, Classical.choice, Quot.sound]
'RepeatedCrossing.dephasedTransfer_tendsto_half' depends on axioms: [propext, Classical.choice, Quot.sound]
```

## Two ways to count the transferred population

Number the states 0 and 1, as Lean does, and start with all the population in state 0. One passage multiplies the column of amplitudes by

$$
R(\theta)=\begin{pmatrix}\cos\theta&-\sin\theta\\ \sin\theta&\cos\theta\end{pmatrix},
$$

which is `passage θ`. The entry in row 1, column 0 is the amplitude for going from state 0 to state 1.

The two transferred populations are defined by what happens between passages:

- `coherentTransfer θ n` takes the $n$-th power of $R(\theta)$ and squares its entry `1 0`. Amplitudes are multiplied through all the passages, and a probability is formed only at the end.
- `dephasedTransfer θ n` starts from the density matrix $\mathrm{diag}(1,0)$ and applies `dephasedPassage θ` $n$ times. Each application forms $R\rho R^{T}$ and keeps only its diagonal. The result is the final population of state 1.

The theorems `coherentTransfer_eq` and `dephasedTransfer_eq` give the closed forms for every real $\theta$ and every natural number $n$, including $n=0$, where both transfers vanish. The matrix `hopMatrix P`, with $1-P$ on the diagonal and $P$ off it, doesn't enter the definition of the dephased transfer. It is derived from the rotation and the erased coherences.

The theorems `coherent_enhancement` and `dephased_additivity` state the two limits. The notation `𝓝[≠] 0` means that $\theta$ approaches zero without being equal to it. Two further theorems bound the dephased transfer by $nP$ for all angles, and show that it tends to $1/2$ as $n\to\infty$ if $\sin2\theta\neq0$.

## What the rotation stands for

The two states may be, for example, the diabatic states of an electron-transfer problem, whose energies cross where the coupling opens a gap between the adiabatic levels. The angle $\theta$ summarises one traversal. It is a parameter here: no Landau–Zener formula, coupling strength or nuclear velocity is used to obtain it.

A real rotation, repeated with the same sign, is a special choice of phases. In a general two-state problem the states also acquire a relative phase during and between passages, and the interference depends on it. If every second passage were the inverse rotation, for instance, two coherent passages would transfer nothing. The factor $n^2$ therefore belongs to passages whose amplitudes add in phase.

The dephasing is equally idealised. It is complete, acts after every passage and leaves the populations alone. There is no relaxation towards the lower state: if $\sin2\theta\neq0$, the populations become equal in the limit of many passages, whatever the energies of the states.

For this two-state model with identical passages, the comparison shows one way in which a constant rate can arise. When coherence is completely lost after each weak passage, the transfer is nearly proportional to the number of passages as long as $nP$ is small, and $P$ times the passage frequency acts as a rate at these early times. Coherent passages that add in phase give quadratic growth instead while $n\theta$ is small, which no constant rate describes.

## The closed forms by hand

**Coherent passages.** The addition formulas for sine and cosine give

$$
R(a)R(b)=R(a+b).
$$

Since $R(0)$ is the identity, induction gives $R(\theta)^n=R(n\theta)$. Its entry in row 1, column 0 is $\sin(n\theta)$, and the transferred population is $\sin^2(n\theta)$.

**Dephased passages.** Let the density matrix before a passage be $\mathrm{diag}(p_0,p_1)$. The diagonal entries after the rotation are

$$
\begin{aligned}
p_0'&=\cos^2\theta\,p_0+\sin^2\theta\,p_1=(1-P)p_0+Pp_1,\\
p_1'&=\sin^2\theta\,p_0+\cos^2\theta\,p_1=Pp_0+(1-P)p_1.
\end{aligned}
$$

The rotation also creates the coherence $\sin\theta\cos\theta\,(p_0-p_1)$, which is then erased. The populations have been multiplied by

$$
T(P)=\begin{pmatrix}1-P&P\\P&1-P\end{pmatrix}.
$$

Two such matrices multiply to another of the same form:

$$
T(Q)T(P)=T(Q+P-2QP),\qquad 1-2(Q+P-2QP)=(1-2Q)(1-2P).
$$

Thus the quantity $1-2P$ is multiplied at each step. If $T(P)^n=T(Q_n)$, then $1-2Q_n=(1-2P)^n$, so

$$
Q_n=\frac{1-(1-2P)^n}{2}.
$$

Applied to the initial populations $(1,0)$, the matrix $T(Q_n)$ puts $Q_n$ into state 1.

**The weak-passage limits.** For $\theta\ne0$ close to zero,

$$
\frac{\sin^2(n\theta)}{\sin^2\theta}
=\left(\frac{\sin(n\theta)/\theta}{\sin\theta/\theta}\right)^2
\longrightarrow\left(\frac n1\right)^2=n^2 .
$$

For the dephased transfer, the finite geometric sum gives

$$
\frac{1-(1-2P)^n}{2}=P\sum_{k=0}^{n-1}(1-2P)^k .
$$

After division by $P$ the sum remains. Each of its $n$ terms tends to 1 as $P\to0$, so the limit is $n$.

**All angles and many passages.** Since $0\le P\le1$, the number $1-2P$ lies between $-1$ and $1$. Every term of the geometric sum is then at most 1, and the dephased transfer is at most $nP$. Moreover $1-2P=\cos2\theta$, whose absolute value is below 1 exactly when $\sin2\theta\ne0$. In that case $(1-2P)^n\to0$ and the transfer tends to $1/2$. If $\sin2\theta=0$, the transfer either stays at 0, for $P=0$, or alternates between 0 and 1, for $P=1$.

## The same steps in Lean

The lemma `passage_mul` checks the four matrix entries with the addition formulas, and `passage_pow` is the induction on $n$. Reading off one entry then gives `coherentTransfer_eq`.

The physical step on the dephased side is `dephasedPassage_diagonal`. It says that a dephased passage of a diagonal density matrix returns a diagonal density matrix whose populations have been multiplied by $T(\sin^2\theta)$. After the matrix products are expanded, each component needs only $\sin^2\theta+\cos^2\theta=1$, which `linear_combination` supplies with the appropriate population as its coefficient.

The lemma `hopMatrix_pow` proves the formula for $T(P)^n$ by induction, for any real $P$. In `dephasedTransfer_eq`, the auxiliary statement `h` connects the two descriptions: after $m$ steps the density matrix is diagonal, with populations $T(P)^m(1,0)^T$. Its induction step adds one dephased passage on one side and one factor of $T(P)$ on the other.

For the bound, `dephasedTransfer_le` uses Bernoulli's inequality in place of the term-by-term estimate above. With $a=-2P\ge-2$, it gives $1-2nP\le(1-2P)^n$, which rearranges to the claim. In `dephasedTransfer_tendsto_half`, the condition $\sin2\theta=2\sin\theta\cos\theta\ne0$ makes both $\sin^2\theta$ and $\cos^2\theta$ positive. Hence $|1-2P|<1$, and the powers vanish in the limit.

## Replacing a quotient near zero with `congr'`

Both weak-passage limits concern a quotient that has the form $0/0$ at $\theta=0$. Lean assigns such a quotient the value 0, but the filter `𝓝[≠] 0` leaves that point out.

The device that handles the quotient is `Tendsto.congr'`. If two functions agree eventually along a filter, and one of them has a limit, then the other has the same limit. "Eventually along `𝓝[≠] 0`" means at all nonzero points sufficiently close to zero. The proof can therefore find the limit of a convenient function first and justify the algebraic replacement afterwards, only where it is needed.

In `coherent_enhancement` the convenient function is the squared ratio of $\sin(n\theta)/\theta$ to $\sin\theta/\theta$. The statement `hs` obtains both limits from the derivative of $\sin(at)$ at zero, through `hasDerivAt_iff_tendsto_slope_zero`. The common factor $1/\theta$ is then cancelled, which requires $\theta\ne0$.

In `dephased_additivity` the convenient function is the geometric sum. It is continuous, so its limit is its value at $\theta=0$, namely $n$. The replacement now divides by $\sin^2\theta$, so $\theta\neq0$ alone is not enough: the sine also vanishes at other multiples of $\pi$. The proof restricts $\theta$ to the interval $(-\pi,\pi)$, where zero is the sine's only root. The command `filter_upwards` combines this restriction with $\theta\ne0$, and `mul_neg_geom_sum` provides the algebraic identity.

## Where the square goes in a program

In a numerical model of repeated crossings, the two cases differ in what is carried from one passage to the next. With NumPy imported as `np`, and `th` and `n` given:

```python
U = np.array([[np.cos(th), -np.sin(th)],
              [np.sin(th),  np.cos(th)]])
c = np.array([1.0, 0.0])   # amplitudes
p = np.array([1.0, 0.0])   # populations

for _ in range(n):
    c = U @ c
    p = (U**2) @ p         # entries squared

coherent = c[1]**2
dephased = p[1]
```

Here `U**2` squares each entry and is the hopping matrix; it is not the matrix product of `U` with itself. For $\theta=0.1$ and $n=5$, the single-passage population is $P\approx0.00997$. The coherent transfer is about $0.2298$, or $23.1P$, and the dephased transfer is about $0.0479$, or $4.80P$. Both are already somewhat below their limiting values of $25P$ and $5P$.

A surface-hopping simulation that draws an independent random number at every crossing, and moves between the two states of the model with the same probability $P$ in both directions, follows the second update on average. If these states are diabatic but the simulation hops between adiabatic ones, a hop at a fully traversed crossing means staying in the same diabatic state, so the hopping probability is $1-P$. One that carries the electronic amplitudes through successive crossings retains their relative phase, unless a decoherence correction removes it. For a sequence of weak crossings, that choice can change the predicted transfer by a factor approaching $n$ in the in-phase model considered here.
